# In dimension n ≥ 1, the lattice of an invertible cell matrix has a shortest nonzero vector

Let $A$ be a real $n\times n$ matrix whose columns $a_0,\dots,a_{n-1}$ are the cell vectors in Cartesian components. Indices start at 0, as they do in Lean's `Fin n`. The dimension $n$ is any natural number, and $n\ge 1$ is assumed only where it is needed.

```lean
import Mathlib

open Matrix

namespace ShortestLatticeVector

noncomputable section

variable {n : ℕ}
```

Length is Euclidean, $|v|=\sqrt{v\cdot v}$. It is defined explicitly because Mathlib's default norm on `Fin n → ℝ` is the largest absolute component.

```lean
/-- The Euclidean length of a vector given by Cartesian components. -/
def vecLength (v : Fin n → ℝ) : ℝ := Real.sqrt (v ⬝ᵥ v)
```

An integer vector $m$ labels the lattice vector $Am=\sum_i m_i a_i$. In Lean the integers are cast to reals before the matrix acts on them.

```lean
/-- The lattice vector with integer indices `m`; the columns of `A` are the cell vectors. -/
def latticeVector (A : Matrix (Fin n) (Fin n) ℝ) (m : Fin n → ℤ) : Fin n → ℝ :=
  A *ᵥ (fun i => (m i : ℝ))
```

The lattice is the set of all such vectors.

```lean
/-- The set of all integer combinations of the columns of `A`. -/
def latticePoints (A : Matrix (Fin n) (Fin n) ℝ) : Set (Fin n → ℝ) :=
  Set.range (latticeVector A)
```

The metric tensor $G=A^{\mathsf T}A$ has entries $G_{ij}=a_i\cdot a_j$.

```lean
/-- The metric tensor, whose entries are the dot products of the cell vectors. -/
def metricTensor (A : Matrix (Fin n) (Fin n) ℝ) : Matrix (Fin n) (Fin n) ℝ := Aᵀ * A
```

## Lengths from the metric tensor

Since $v\cdot v=\sum_i v_i^2\ge 0$, squaring the square root gives $|v|^2=v\cdot v$.

```lean
/-- The squared length of a vector is its dot product with itself. -/
theorem vecLength_sq (v : Fin n → ℝ) : vecLength v ^ 2 = v ⬝ᵥ v :=
  Real.sq_sqrt (Finset.sum_nonneg fun i _ => mul_self_nonneg (v i))
```

If $v\ne 0$, some component $v_i$ is nonzero. The sum then has a positive term and no negative ones, so $|v|>0$.

```lean
/-- A nonzero vector has positive length. -/
theorem vecLength_pos {v : Fin n → ℝ} (hv : v ≠ 0) : 0 < vecLength v := by
  obtain ⟨i, hi⟩ := Function.ne_iff.mp hv
  exact Real.sqrt_pos.mpr (Finset.sum_pos' (fun j _ => mul_self_nonneg (v j))
    ⟨i, Finset.mem_univ i, mul_self_pos.mpr hi⟩)
```

For a lattice vector, moving one factor of $A$ across the dot product gives
$$|Am|^2=(Am)\cdot(Am)=m\cdot(A^{\mathsf T}Am)=m\cdot Gm.$$
The rewrites in the proof make the same move.

```lean
/-- The squared length of a lattice vector is the quadratic form of the metric tensor
in its integer indices. -/
theorem length_sq_eq_metric (A : Matrix (Fin n) (Fin n) ℝ) (m : Fin n → ℤ) :
    vecLength (latticeVector A m) ^ 2 =
      (fun i => (m i : ℝ)) ⬝ᵥ (metricTensor A *ᵥ (fun i => (m i : ℝ))) := by
  rw [vecLength_sq]
  unfold latticeVector metricTensor
  rw [← Matrix.mulVec_mulVec, Matrix.dotProduct_mulVec _ Aᵀ, Matrix.vecMul_transpose]
```

## Reciprocal vectors bound the indices

Suppose $BA=1$, and let $b_i$ be the rows of $B$. Then $b_i\cdot a_j=\delta_{ij}$, so the $b_i$ are the reciprocal basis vectors in the convention without $2\pi$. For square matrices $AB=1$ follows, and
$$G\,BB^{\mathsf T}=A^{\mathsf T}(AB)B^{\mathsf T}=A^{\mathsf T}B^{\mathsf T}=(BA)^{\mathsf T}=1.$$
Hence $G^{-1}=BB^{\mathsf T}$, and its diagonal entries are $(G^{-1})_{ii}=\sum_j B_{ij}^2=|b_i|^2$.

```lean
/-- If the rows of `B` are the reciprocal basis vectors of the cell `A`, in the convention without
the factor `2π`, the diagonal entries of the inverse metric tensor are their squared lengths. -/
theorem inverse_metric_diag {A B : Matrix (Fin n) (Fin n) ℝ} (hB : B * A = 1) (i : Fin n) :
    (metricTensor A)⁻¹ i i = vecLength (B i) ^ 2 := by
  have hAB : A * B = 1 := mul_eq_one_comm.mp hB
  have hinv : (metricTensor A)⁻¹ = B * Bᵀ := by
    apply Matrix.inv_eq_right_inv
    unfold metricTensor
    calc Aᵀ * A * (B * Bᵀ) = Aᵀ * (A * B) * Bᵀ := by simp only [Matrix.mul_assoc]
      _ = 1 := by
        rw [hAB, Matrix.mul_one, ← Matrix.transpose_mul, hB, Matrix.transpose_one]
  rw [hinv, vecLength_sq]
  simp only [Matrix.mul_apply, dotProduct, Matrix.transpose_apply]
```

Now assume $\det A\neq0$, which says that the cell has nonzero volume, and take $B=A^{-1}$. From $B(Am)=m$ we read off $m_i=b_i\cdot(Am)$, and the Cauchy–Schwarz inequality gives
$$m_i^2\le |b_i|^2\,|Am|^2=(G^{-1})_{ii}\,|Am|^2.$$
In the proof, `key` is the dot-product formula for $m_i$ and `cs` is the inequality.

```lean
/-- The square of each index of a lattice vector is at most the matching diagonal entry of the
inverse metric tensor times the squared length of the vector. -/
theorem index_sq_le {A : Matrix (Fin n) (Fin n) ℝ} (hA : A.det ≠ 0)
    (m : Fin n → ℤ) (i : Fin n) :
    (m i : ℝ) ^ 2 ≤ (metricTensor A)⁻¹ i i * vecLength (latticeVector A m) ^ 2 := by
  have hB : A⁻¹ * A = 1 := Matrix.nonsing_inv_mul A (isUnit_iff_ne_zero.mpr hA)
  -- the index is the dot product with a reciprocal basis vector
  have h : A⁻¹ *ᵥ latticeVector A m = fun i => (m i : ℝ) := by
    unfold latticeVector
    rw [Matrix.mulVec_mulVec, hB, Matrix.one_mulVec]
  have key : (m i : ℝ) = ∑ j, A⁻¹ i j * latticeVector A m j := (congrFun h i).symm
  -- Cauchy-Schwarz
  have cs := Finset.sum_mul_sq_le_sq_mul_sq Finset.univ (A⁻¹ i) (latticeVector A m)
  rw [inverse_metric_diag hB i, vecLength_sq, vecLength_sq, key]
  simpa only [dotProduct, sq] using cs
```

For a simulation with a fixed, nondegenerate periodic cell, this means that the ranges $|m_i|\le r\,|b_i|$ contain every lattice translation of length at most a cutoff $r\ge 0$.

## Finitely many vectors within a radius

Let $|Am|\le r$. Lengths are nonnegative, so $|Am|^2\le r^2$ and $m_i^2\le (G^{-1})_{ii}\,r^2$. Choose an integer $K_i\ge (G^{-1})_{ii}\,r^2$; then $m_i^2\le K_i$. Every integer $z$ satisfies $z\le z^2$. Applied to $m_i$ and to $-m_i$, this gives $-K_i\le m_i\le K_i$. The box may be larger than necessary, but it contains finitely many integer vectors.

The theorem holds for every real $r$; for negative $r$ the set is empty. It counts index vectors $m$, as the steps `hbox` and `Set.finite_Icc` show.

```lean
/-- For an invertible cell matrix, only finitely many integer vectors give a lattice vector
of length at most `r`. -/
theorem finite_length_le {A : Matrix (Fin n) (Fin n) ℝ} (hA : A.det ≠ 0) (r : ℝ) :
    {m : Fin n → ℤ | vecLength (latticeVector A m) ≤ r}.Finite := by
  have hB : A⁻¹ * A = 1 := Matrix.nonsing_inv_mul A (isUnit_iff_ne_zero.mpr hA)
  have hceil : ∀ x : ℝ, ∃ k : ℤ, x ≤ (k : ℝ) := fun x => ⟨⌈x⌉, Int.le_ceil x⟩
  have hex : ∀ i : Fin n, ∃ k : ℤ, (metricTensor A)⁻¹ i i * r ^ 2 ≤ (k : ℝ) :=
    fun i => hceil ((metricTensor A)⁻¹ i i * r ^ 2)
  choose K hK using hex
  have hz : ∀ z : ℤ, z ≤ z ^ 2 := by
    intro z
    rcases le_or_gt z 0 with h | h <;> nlinarith [sq_nonneg z, sq_nonneg (z - 1)]
  -- the squares of all admissible indices are bounded by the integers `K i`
  have hbox : ∀ m : Fin n → ℤ, vecLength (latticeVector A m) ≤ r → ∀ i, m i ^ 2 ≤ K i := by
    intro m hm i
    have h2 : vecLength (latticeVector A m) ^ 2 ≤ r ^ 2 :=
      pow_le_pow_left₀ (Real.sqrt_nonneg _) hm 2
    have hG : 0 ≤ (metricTensor A)⁻¹ i i := by
      rw [inverse_metric_diag hB i]
      exact sq_nonneg _
    have h3 : (m i : ℝ) ^ 2 ≤ (K i : ℝ) :=
      ((index_sq_le hA m i).trans (mul_le_mul_of_nonneg_left h2 hG)).trans (hK i)
    exact_mod_cast h3
  refine (Set.finite_Icc (fun i => -K i) K).subset fun m hm => ⟨fun i => ?_, fun i => ?_⟩
  · have h1 := hbox m hm i
    have h2 := hz (-m i)
    rw [neg_sq] at h2
    show -K i ≤ m i
    linarith
  · exact (hz (m i)).trans (hbox m hm i)
```

## The minimum is attained

Let $n\ge1$ and $u=A(1,\dots,1)$. Because $A$ is invertible and $(1,\dots,1)\neq0$, we have $u\ne0$. The integer vectors $m$ with $Am\neq0$ and $|Am|\le|u|$ form a finite set that contains $(1,\dots,1)$, so some $m$ in it minimises $|Am|$. Any other nonzero lattice vector $w$ either satisfies $|w|\le|u|$, and was included in the comparison, or satisfies $|w|\ge|u|\ge|Am|$.

The statement gives a lattice vector `v` that is nonzero and no longer than any nonzero lattice vector `w`. It gives neither its length nor an efficient way to find it. The minimiser is never unique, since $-v$ has the same length.

```lean
/-- In dimension at least one, the lattice of an invertible cell matrix has a nonzero vector
of least length. -/
theorem exists_shortest_vector {A : Matrix (Fin n) (Fin n) ℝ} (hn : 1 ≤ n) (hA : A.det ≠ 0) :
    ∃ v ∈ latticePoints A, v ≠ 0 ∧
      ∀ w ∈ latticePoints A, w ≠ 0 → vecLength v ≤ vecLength w := by
  -- a nonzero lattice vector to compare with
  have h0 : latticeVector A (fun _ => 1) ≠ 0 := by
    intro h
    have h1 := congrFun (Matrix.eq_zero_of_mulVec_eq_zero hA h) ⟨0, hn⟩
    simp at h1
  -- minimise over the finitely many nonzero vectors that are no longer
  obtain ⟨m, hm, hmin⟩ := Set.exists_min_image
    {m : Fin n → ℤ | latticeVector A m ≠ 0 ∧
      vecLength (latticeVector A m) ≤ vecLength (latticeVector A (fun _ => 1))}
    (fun m => vecLength (latticeVector A m))
    ((finite_length_le hA _).subset fun m hm => hm.2) ⟨fun _ => 1, h0, le_refl _⟩
  refine ⟨_, ⟨m, rfl⟩, hm.1, ?_⟩
  rintro _ ⟨k, rfl⟩ hk
  rcases le_total (vecLength (latticeVector A k))
    (vecLength (latticeVector A (fun _ => 1))) with h | h
  · exact hmin k ⟨hk, h⟩
  · exact hm.2.trans h
```

The difference of two lattice points is $Am-Ak=A(m-k)$, again a lattice vector. Distinct points are therefore at least the shortest length apart. For $n=0$ there is only one point, and any positive $d$ serves.

```lean
/-- Distinct points of the lattice of an invertible cell matrix are separated by at least
a fixed positive distance. -/
theorem exists_min_separation {A : Matrix (Fin n) (Fin n) ℝ} (hA : A.det ≠ 0) :
    ∃ d : ℝ, 0 < d ∧ ∀ v ∈ latticePoints A, ∀ w ∈ latticePoints A,
      v ≠ w → d ≤ vecLength (v - w) := by
  rcases Nat.eq_zero_or_pos n with hn | hn
  · subst hn
    exact ⟨1, one_pos, fun v _ w _ h => absurd (Subsingleton.elim v w) h⟩
  · obtain ⟨u, _, hu, hmin⟩ := exists_shortest_vector hn hA
    refine ⟨vecLength u, vecLength_pos hu, ?_⟩
    rintro _ ⟨m, rfl⟩ _ ⟨k, rfl⟩ h
    -- the difference of two lattice vectors is a lattice vector
    refine hmin _ ⟨m - k, ?_⟩ (sub_ne_zero.mpr h)
    unfold latticeVector
    rw [← Matrix.mulVec_sub]
    congr 1
    ext i
    simp
```

## A singular cell without a shortest vector

Invertibility matters. Take the collinear cell vectors $a_0=(1,0)$ and $a_1=(\sqrt2,0)$. They enclose no area, so this is a mathematical counterexample and not the cell of a two-dimensional crystal.

```lean
/-- A singular cell matrix whose two cell vectors are collinear with length ratio `√2`. -/
def collinearCell : Matrix (Fin 2) (Fin 2) ℝ := !![1, Real.sqrt 2; 0, 0]
```

Here $Am=(m_0+\sqrt2\,m_1,\,0)$, and $m=(1,0)$ gives a nonzero vector. Using $\sqrt2^{\,2}=2$,
$$(\sqrt2-1)(m_0+\sqrt2\,m_1)=(2m_1-m_0)+\sqrt2\,(m_0-m_1),$$
which is again an integer combination. Since $0<\sqrt2-1<1$, every nonzero vector $v$ in the set yields the strictly shorter nonzero vector $(\sqrt2-1)v$, also in the set. In the proof `hk` is this identity, and the final lines compare the squared lengths.

```lean
/-- The integer combinations of the two collinear cell vectors include nonzero vectors, and
for each of these there is a strictly shorter nonzero one. -/
theorem collinearCell_no_shortest :
    (∃ v ∈ latticePoints collinearCell, v ≠ 0) ∧
      ∀ v ∈ latticePoints collinearCell, v ≠ 0 →
        ∃ w ∈ latticePoints collinearCell, w ≠ 0 ∧ vecLength w < vecLength v := by
  have hform : ∀ k : Fin 2 → ℤ, latticeVector collinearCell k =
      ![(k 0 : ℝ) + Real.sqrt 2 * (k 1 : ℝ), 0] := by
    intro k
    ext i
    fin_cases i <;>
      simp [latticeVector, collinearCell, Matrix.mulVec, dotProduct, Fin.sum_univ_two]
  have hs : Real.sqrt 2 ^ 2 = 2 := Real.sq_sqrt (by norm_num)
  have hs1 : 0 < Real.sqrt 2 - 1 := by nlinarith [Real.sqrt_nonneg 2]
  have hs2 : Real.sqrt 2 - 1 < 1 := by nlinarith [Real.sqrt_nonneg 2]
  constructor
  · refine ⟨_, ⟨![1, 0], rfl⟩, fun h => ?_⟩
    rw [hform] at h
    have h1 := congrFun h 0
    simp at h1
  · rintro _ ⟨m, rfl⟩ hv
    -- multiplication by `√2 - 1` maps integer combinations to integer combinations
    have hk : latticeVector collinearCell ![2 * m 1 - m 0, m 0 - m 1] =
        (Real.sqrt 2 - 1) • latticeVector collinearCell m := by
      rw [hform, hform]
      ext i
      fin_cases i
      · show ((2 * m 1 - m 0 : ℤ) : ℝ) + Real.sqrt 2 * ((m 0 - m 1 : ℤ) : ℝ) =
          (Real.sqrt 2 - 1) * ((m 0 : ℝ) + Real.sqrt 2 * (m 1 : ℝ))
        push_cast
        linear_combination (-(m 1 : ℝ)) * hs
      · simp
    refine ⟨_, ⟨![2 * m 1 - m 0, m 0 - m 1], rfl⟩, ?_, ?_⟩
    · rw [hk]
      exact smul_ne_zero hs1.ne' hv
    · have hD := pow_pos (vecLength_pos hv) 2
      rw [vecLength_sq] at hD
      have hc : (Real.sqrt 2 - 1) * (Real.sqrt 2 - 1) < 1 := by nlinarith
      rw [hk]
      refine Real.sqrt_lt_sqrt (Finset.sum_nonneg fun i _ => mul_self_nonneg _) ?_
      rw [smul_dotProduct, dotProduct_smul, smul_eq_mul, smul_eq_mul]
      nlinarith [mul_pos hD (sub_pos.mpr hc)]

end

end ShortestLatticeVector
```

```lean
#print axioms ShortestLatticeVector.length_sq_eq_metric
#print axioms ShortestLatticeVector.exists_shortest_vector
#print axioms ShortestLatticeVector.exists_min_separation
#print axioms ShortestLatticeVector.collinearCell_no_shortest
```

```
'ShortestLatticeVector.length_sq_eq_metric' depends on axioms: [propext, Classical.choice, Quot.sound]
'ShortestLatticeVector.exists_shortest_vector' depends on axioms: [propext, Classical.choice, Quot.sound]
'ShortestLatticeVector.exists_min_separation' depends on axioms: [propext, Classical.choice, Quot.sound]
'ShortestLatticeVector.collinearCell_no_shortest' depends on axioms: [propext, Classical.choice, Quot.sound]
```
